# Shape anisotropy lies between 0 and 1 for positive masses not all at the origin

Put two unit masses at unit distance from the origin, with an angle $\theta$ between their position vectors $x_1$ and $x_2$. How close are the two masses to lying on one line through the origin? Form the second-moment tensor $S=x_1x_1^T+x_2x_2^T$. Its trace is $2$, and $\mathrm{tr}(S^2)=2+2\cos^2\theta$, so

$$\kappa=\frac32\,\frac{\mathrm{tr}(S^2)}{(\mathrm{tr}\,S)^2}-\frac12=1-\frac34\sin^2\theta .$$

The deficit from 1 is a squared cross product, $|x_1\times x_2|^2=\sin^2\theta$, up to a factor. It vanishes exactly when the two vectors are parallel. For any finite number of masses the deficit is a sum of such terms, one for each pair.

In simulations of polymers and clusters, positions are measured from the centre of mass, and $\kappa$ then describes the shape of a single configuration of point masses. It is often written $\kappa^2$ there; here $\kappa$ is the whole quantity.

## The tensor and the anisotropy

The masses $m_i$ and positions $x_i\in\mathbb R^3$ are labelled by a finite type `ι`. Coordinates are numbered 0, 1, 2.

```lean
import Mathlib

open Matrix

namespace ShapeAnisotropy

noncomputable section

variable {ι : Type*} [Fintype ι]
```

The tensor is $S=\sum_i m_i x_ix_i^T$. The gyration tensor is this sum with positions measured from the centre of mass, usually divided by the total mass. The division leaves $\kappa$ unchanged; the choice of origin in general does not.

```lean
/-- The second-moment tensor `S = ∑ m_i x_i x_iᵀ` of masses `m_i` at points `x_i`. -/
def momentTensor (m : ι → ℝ) (x : ι → Fin 3 → ℝ) : Matrix (Fin 3) (Fin 3) ℝ :=
  ∑ i, m i • vecMulVec (x i) (x i)
```

The anisotropy is the ratio above. If all masses sat at the origin, Lean's convention $0/0=0$ would give $-1/2$, so the bounds need a mass elsewhere.

```lean
/-- The relative shape anisotropy `(3/2) tr(S²)/(tr S)² - 1/2`, meant for `tr S ≠ 0`. -/
def anisotropy (m : ι → ℝ) (x : ι → Fin 3 → ℝ) : ℝ :=
  3 / 2 * ((momentTensor m x * momentTensor m x).trace / (momentTensor m x).trace ^ 2) - 1 / 2
```

In components, $S_{ab}=\sum_i m_i x_{ia}x_{ib}$.

```lean
/-- The entries of the second-moment tensor are the mass-weighted sums of products of
coordinates. -/
theorem momentTensor_apply (m : ι → ℝ) (x : ι → Fin 3 → ℝ) (a b : Fin 3) :
    momentTensor m x a b = ∑ i, m i * (x i a * x i b) := by
  simp [momentTensor, Matrix.sum_apply, vecMulVec_apply]
```

Exchanging the two coordinates in each product gives $S_{ab}=S_{ba}$.

```lean
/-- The second-moment tensor is symmetric. -/
lemma momentTensor_symm (m : ι → ℝ) (x : ι → Fin 3 → ℝ) (a b : Fin 3) :
    momentTensor m x a b = momentTensor m x b a := by
  simp only [momentTensor_apply, mul_comm (x _ a)]
```

## A positive trace

For $u\neq0$, the sum of squares $u\cdot u$ is positive.

```lean
/-- A nonzero vector has positive squared length. -/
lemma dot_self_pos {u : Fin 3 → ℝ} (hu : u ≠ 0) : 0 < u ⬝ᵥ u :=
  lt_of_le_of_ne (Finset.sum_nonneg fun a _ => mul_self_nonneg (u a))
    (fun h => hu (dotProduct_self_eq_zero.1 h.symm))
```

Summing the diagonal entries and exchanging the sums gives

$$T:=\mathrm{tr}\,S=\sum_a\sum_i m_ix_{ia}^2=\sum_i m_i|x_i|^2 .$$

No term is negative, and a mass away from the origin contributes a positive one. Hence $T>0$.

```lean
/-- For positive masses not all at the origin, the trace of the second-moment tensor is
positive. -/
theorem trace_pos {m : ι → ℝ} {x : ι → Fin 3 → ℝ} (hm : ∀ i, 0 < m i)
    (hx : ∃ i, x i ≠ 0) : 0 < (momentTensor m x).trace := by
  have h : (momentTensor m x).trace = ∑ i, m i * (x i ⬝ᵥ x i) := by
    simp only [Matrix.trace, diag_apply, momentTensor_apply, dotProduct, Finset.mul_sum]
    exact Finset.sum_comm
  obtain ⟨k, hk⟩ := hx
  rw [h]
  exact Finset.sum_pos'
    (fun i _ => mul_nonneg (hm i).le (Finset.sum_nonneg fun a _ => mul_self_nonneg (x i a)))
    ⟨k, Finset.mem_univ k, mul_pos (hm k) (dot_self_pos hk)⟩
```

## Distance from a scalar tensor

Let $D=S-\tfrac T3\,\mathbf 1$ be the traceless part. Since $S$ is symmetric, $\sum_{ab}S_{ab}^2=\mathrm{tr}(S^2)$, and

$$\sum_{ab}D_{ab}^2=\mathrm{tr}(S^2)-\frac{2T}{3}T+3\,\frac{T^2}{9}=\mathrm{tr}(S^2)-\frac{T^2}{3}.$$

Lean writes out the nine entries, uses the symmetry, and closes the identity with `ring`.

```lean
/-- The squared entries of the traceless part of `S` sum to `tr(S²) - (tr S)²/3`. -/
theorem sum_sq_traceless (m : ι → ℝ) (x : ι → Fin 3 → ℝ) :
    ∑ a, ∑ b, (momentTensor m x a b
        - (momentTensor m x).trace / 3 * (1 : Matrix (Fin 3) (Fin 3) ℝ) a b) ^ 2
      = (momentTensor m x * momentTensor m x).trace - (momentTensor m x).trace ^ 2 / 3 := by
  simp only [Matrix.trace, diag_apply, Matrix.mul_apply, Fin.sum_univ_three, Matrix.one_apply,
    Fin.reduceEq, reduceIte, momentTensor_symm m x 1 0, momentTensor_symm m x 2 0,
    momentTensor_symm m x 2 1]
  ring
```

## Distance from a line through the origin

Expand both traces in components and insert the sums over masses:

$$\begin{aligned}T^2-\mathrm{tr}(S^2)&=\sum_{ab}(S_{aa}S_{bb}-S_{ab}S_{ba})\\&=\sum_{ij}m_im_j\left(|x_i|^2|x_j|^2-(x_i\cdot x_j)^2\right)\\&=\sum_{ij}m_im_j|x_i\times x_j|^2.\end{aligned}$$

The last step is Lagrange's identity, supplied by `cross_dot_cross`. The auxiliary fact `hprod` turns each product of entries into a double sum over masses.

```lean
/-- `(tr S)² - tr(S²)` is the mass-weighted sum of the squared cross products of all pairs
of position vectors. -/
theorem trace_sq_sub (m : ι → ℝ) (x : ι → Fin 3 → ℝ) :
    (momentTensor m x).trace ^ 2 - (momentTensor m x * momentTensor m x).trace
      = ∑ i, ∑ j, m i * m j * ((x i ⨯₃ x j) ⬝ᵥ (x i ⨯₃ x j)) := by
  have hprod : ∀ a b c d, momentTensor m x a b * momentTensor m x c d
      = ∑ i, ∑ j, m i * m j * (x i a * x i b * (x j c * x j d)) := by
    intro a b c d
    rw [momentTensor_apply, momentTensor_apply, Finset.sum_mul_sum]
    exact Finset.sum_congr rfl fun i _ => Finset.sum_congr rfl fun j _ => by ring
  have e : (momentTensor m x).trace ^ 2 - (momentTensor m x * momentTensor m x).trace
      = ∑ a, ∑ b, (momentTensor m x a a * momentTensor m x b b
          - momentTensor m x a b * momentTensor m x b a) := by
    simp only [Matrix.trace, diag_apply, Matrix.mul_apply, Fin.sum_univ_three]
    ring
  rw [e]
  simp only [hprod, Fin.sum_univ_three, ← Finset.sum_sub_distrib, ← Finset.sum_add_distrib]
  -- Lagrange's identity for each pair of points
  refine Finset.sum_congr rfl fun i _ => Finset.sum_congr rfl fun j _ => ?_
  rw [cross_dot_cross]
  simp only [dotProduct, Fin.sum_univ_three]
  ring
```

If $u\ne0$ and $u\times v=0$, then

$$(u\cdot u)\,v-(u\cdot v)\,u=(u\times v)\times u=0,$$

so $v=\dfrac{u\cdot v}{u\cdot u}\,u$. The facts `k0`, `k1` and `k2` are the three components of this equation.

```lean
/-- A vector whose cross product with a nonzero vector `u` vanishes is a multiple of `u`. -/
theorem parallel_of_cross_eq_zero {u v : Fin 3 → ℝ} (hu : u ≠ 0) (h : u ⨯₃ v = 0) :
    ∃ t : ℝ, v = t • u := by
  have c0 : u 1 * v 2 - u 2 * v 1 = 0 := by simpa [cross_apply] using congrFun h 0
  have c1 : u 2 * v 0 - u 0 * v 2 = 0 := by simpa [cross_apply] using congrFun h 1
  have c2 : u 0 * v 1 - u 1 * v 0 = 0 := by simpa [cross_apply] using congrFun h 2
  have k0 : v 0 * (u ⬝ᵥ u) = (u ⬝ᵥ v) * u 0 := by
    simp only [dotProduct, Fin.sum_univ_three]
    linear_combination u 2 * c1 - u 1 * c2
  have k1 : v 1 * (u ⬝ᵥ u) = (u ⬝ᵥ v) * u 1 := by
    simp only [dotProduct, Fin.sum_univ_three]
    linear_combination u 0 * c2 - u 2 * c0
  have k2 : v 2 * (u ⬝ᵥ u) = (u ⬝ᵥ v) * u 2 := by
    simp only [dotProduct, Fin.sum_univ_three]
    linear_combination u 1 * c0 - u 0 * c1
  refine ⟨(u ⬝ᵥ v) / (u ⬝ᵥ u), ?_⟩
  ext a
  rw [Pi.smul_apply, smul_eq_mul, div_mul_eq_mul_div, eq_div_iff (dot_self_pos hu).ne']
  fin_cases a
  exacts [k0, k1, k2]
```

## The bounds and their equality cases

Dividing the two trace identities by $T^2$ gives

$$\kappa=\frac{3}{2T^2}\sum_{ab}D_{ab}^2,\qquad 1-\kappa=\frac{3}{2T^2}\sum_{ij}m_im_j|x_i\times x_j|^2 .$$

These are `hD` and `hC` in the proof. Both right-hand sides are nonnegative, so $0\le\kappa\le1$.

If $\kappa=0$, every $D_{ab}$ vanishes and $S=\tfrac T3\mathbf 1$. Conversely, $S=c\,\mathbf 1$ has trace $3c$, so $D=0$ and $\kappa=0$.

If $\kappa=1$, every term of the double sum vanishes. Since the masses are positive, all cross products vanish. Choose a mass $k$ with $x_k\neq0$; every $x_j$ is then a multiple of $x_k$. Conversely, if $x_i=t_iu$ for all $i$, all cross products vanish and $\kappa=1$.

The theorem `anisotropy_bounds` assumes positive masses (`hm`) and at least one position away from the origin (`hx`). Its three parts are the bounds, the scalar case and the line case, where the line is the set of multiples of a nonzero `u`. A scalar $S$ does not mean a spherical body: equal masses at the corners of a cube centred at the origin also have one.

For a molecule, positions are normally measured from the centre of mass. The hypotheses do not impose this choice of origin. About an origin fixed in space, $\kappa$ generally changes when the molecule is translated, so it is then not a property of the molecule's shape alone.

```lean
/-- For positive masses not all at the origin, the shape anisotropy lies in `[0, 1]`; it is 0
exactly when `S` is a scalar matrix and 1 exactly when all points lie on one line through the
origin. -/
theorem anisotropy_bounds {m : ι → ℝ} {x : ι → Fin 3 → ℝ} (hm : ∀ i, 0 < m i)
    (hx : ∃ i, x i ≠ 0) :
    (0 ≤ anisotropy m x ∧ anisotropy m x ≤ 1) ∧
    (anisotropy m x = 0 ↔ ∃ c : ℝ, momentTensor m x = c • (1 : Matrix (Fin 3) (Fin 3) ℝ)) ∧
    (anisotropy m x = 1 ↔ ∃ u : Fin 3 → ℝ, u ≠ 0 ∧ ∀ i, ∃ t : ℝ, x i = t • u) := by
  have ht := trace_pos hm hx
  have ht2 : 0 < (momentTensor m x).trace ^ 2 := pow_pos ht 2
  -- the anisotropy as the weight of the traceless part
  have hD : anisotropy m x = 3 / 2 * ((∑ a, ∑ b, (momentTensor m x a b
      - (momentTensor m x).trace / 3 * (1 : Matrix (Fin 3) (Fin 3) ℝ) a b) ^ 2)
      / (momentTensor m x).trace ^ 2) := by
    rw [sum_sq_traceless, anisotropy, sub_div, div_right_comm, div_self ht2.ne']
    ring
  -- its distance from 1 as the weight of the cross products
  have hC : 1 - anisotropy m x = 3 / 2 * ((∑ i, ∑ j, m i * m j *
      ((x i ⨯₃ x j) ⬝ᵥ (x i ⨯₃ x j))) / (momentTensor m x).trace ^ 2) := by
    rw [← trace_sq_sub, anisotropy, sub_div, div_self ht2.ne']
    ring
  have hterm : ∀ i j, 0 ≤ m i * m j * ((x i ⨯₃ x j) ⬝ᵥ (x i ⨯₃ x j)) := fun i j =>
    mul_nonneg (mul_pos (hm i) (hm j)).le (Finset.sum_nonneg fun a _ => mul_self_nonneg _)
  refine ⟨⟨?_, ?_⟩, ⟨fun h => ?_, ?_⟩, ⟨fun h => ?_, ?_⟩⟩
  · rw [hD]
    positivity
  · have := div_nonneg (Finset.sum_nonneg fun i (_ : i ∈ Finset.univ) =>
      Finset.sum_nonneg fun j (_ : j ∈ Finset.univ) => hterm i j) ht2.le
    linarith
  · rw [h] at hD
    have hq : ∀ q : ℝ, 0 = 3 / 2 * q → q = 0 := fun q hq => by linarith
    have h0 := (div_eq_zero_iff.1 (hq _ hD)).resolve_right ht2.ne'
    refine ⟨(momentTensor m x).trace / 3, ?_⟩
    ext a b
    have h1 := (Finset.sum_eq_zero_iff_of_nonneg fun a _ =>
      Finset.sum_nonneg fun b _ => sq_nonneg _).1 h0 a (Finset.mem_univ a)
    have h2 := (Finset.sum_eq_zero_iff_of_nonneg fun b _ => sq_nonneg _).1 h1 b
      (Finset.mem_univ b)
    rw [Matrix.smul_apply, smul_eq_mul]
    exact sub_eq_zero.1 (pow_eq_zero_iff two_ne_zero |>.1 h2)
  · rintro ⟨c, hc⟩
    have htr : (momentTensor m x).trace = 3 * c := by
      rw [hc, Matrix.trace_smul, Matrix.trace_one, Fintype.card_fin, smul_eq_mul]
      push_cast
      ring
    have hz : ∀ a b, momentTensor m x a b
        - (momentTensor m x).trace / 3 * (1 : Matrix (Fin 3) (Fin 3) ℝ) a b = 0 := by
      intro a b
      rw [htr, hc, Matrix.smul_apply, smul_eq_mul]
      ring
    rw [hD]
    simp only [hz]
    simp
  · rw [h] at hC
    have hq : ∀ q : ℝ, (1 : ℝ) - 1 = 3 / 2 * q → q = 0 := fun q hq => by linarith
    have h0 := (div_eq_zero_iff.1 (hq _ hC)).resolve_right ht2.ne'
    obtain ⟨k, hk⟩ := hx
    refine ⟨x k, hk, fun j => parallel_of_cross_eq_zero hk ?_⟩
    have h1 := (Finset.sum_eq_zero_iff_of_nonneg fun i _ =>
      Finset.sum_nonneg fun j _ => hterm i j).1 h0 k (Finset.mem_univ k)
    have h2 := (Finset.sum_eq_zero_iff_of_nonneg fun j _ => hterm k j).1 h1 j
      (Finset.mem_univ j)
    exact dotProduct_self_eq_zero.1
      ((mul_eq_zero.1 h2).resolve_left (mul_pos (hm k) (hm j)).ne')
  · rintro ⟨u, -, hu⟩
    choose t hxt using hu
    have hz : ∀ i j, m i * m j * ((x i ⨯₃ x j) ⬝ᵥ (x i ⨯₃ x j)) = 0 := by
      intro i j
      rw [cross_dot_cross, hxt i, hxt j]
      simp only [smul_dotProduct, dotProduct_smul, smul_eq_mul]
      ring
    simp only [hz, Finset.sum_const_zero, zero_div, mul_zero] at hC
    linarith

end

end ShapeAnisotropy
```

```lean
#print axioms ShapeAnisotropy.anisotropy_bounds
```

```
'ShapeAnisotropy.anisotropy_bounds' depends on axioms: [propext, Classical.choice, Quot.sound]
```
